# The Berry curvatures of all eigenstates of a finite-dimensional Hamiltonian with simple levels sum to zero

The failing theorem, `sum_berryCurvature_eq_zero`, concerns a Hermitian `H` with a finite orthonormal eigenbasis `ψ` and no two levels equal. For each level `n`, the vectors `u n` and `w n` solve the first-order response equations for Hermitian perturbations `A` and `B`, and their overlaps with `ψ n` have zero real part. The theorem says that the Berry curvatures `-2 Im ⟨u n, w n⟩`, added over all eigenstates, give zero. The attempt writes each curvature as -2 times a sum of terms `(X n m).im`, which change sign when the two states are exchanged, so that the double sum equals its own negative and must vanish.

The first attempt, which Lean rejects:

```lean
import Mathlib

open Finset

namespace SumBerryCurvatureEqZero

noncomputable section

variable {V : Type*} [NormedAddCommGroup V] [InnerProductSpace ℂ V]
variable {ι : Type*} [Fintype ι] [DecidableEq ι]

/-- The Berry curvature `-2 Im ⟨u, w⟩` of a state whose derivatives along two parameters
are `u` and `w`. -/
def berryCurvature (u w : V) : ℝ := -2 * (inner ℂ u w).im

/-- The sum over states `∑ ⟨ψ_n, A ψ_m⟩ ⟨ψ_m, B ψ_n⟩ / (E_n - E_m)²` over all `m ≠ n`,
meant for a level `E_n` that differs from all the others. -/
def curvatureSum (ψ : OrthonormalBasis ι ℂ V) (E : ι → ℝ) (A B : V →ₗ[ℂ] V) (n : ι) : ℂ :=
  ∑ m ∈ univ.erase n,
    inner ℂ (ψ n) (A (ψ m)) * inner ℂ (ψ m) (B (ψ n)) / ((E n - E m : ℝ) : ℂ) ^ 2

omit [DecidableEq ι] in
/-- A solution `u` of the response equation for level `n` has the component
`⟨ψ_m, A ψ_n⟩ / (E_n - E_m)` along every eigenstate `ψ_m` with `E_m ≠ E_n`. -/
theorem response_coefficient (ψ : OrthonormalBasis ι ℂ V) {E : ι → ℝ} {H A : V →ₗ[ℂ] V}
    (hH : H.IsSymmetric) (hE : ∀ m, H (ψ m) = (E m : ℂ) • ψ m) {n m : ι} (hmn : E m ≠ E n)
    {u : V} {a : ℝ} (hu : H u - (E n : ℂ) • u = (a : ℂ) • ψ n - A (ψ n)) :
    inner ℂ (ψ m) u = inner ℂ (ψ m) (A (ψ n)) / ((E n - E m : ℝ) : ℂ) := by
  have hne : m ≠ n := fun h => hmn (by rw [h])
  have h0 : inner ℂ (ψ m) (ψ n) = 0 := ψ.orthonormal.2 hne
  have hd : ((E n - E m : ℝ) : ℂ) ≠ 0 :=
    Complex.ofReal_ne_zero.mpr (sub_ne_zero.mpr hmn.symm)
  have h := congrArg (fun x => inner ℂ (ψ m) x) hu
  simp only [inner_sub_right, inner_smul_right] at h
  rw [← hH (ψ m) u, hE m, inner_smul_left, Complex.conj_ofReal, h0] at h
  rw [eq_div_iff hd]
  push_cast
  linear_combination -h

/-- For a simple level `E_n` and Hermitian `H` and `A`, two solutions `u`, `w` of the response
equations with `Re ⟨ψ_n, u⟩ = Re ⟨ψ_n, w⟩ = 0` have `Im ⟨u, w⟩` equal to the imaginary part
of the sum over states. -/
theorem im_inner_response (ψ : OrthonormalBasis ι ℂ V) {E : ι → ℝ} {H A B : V →ₗ[ℂ] V}
    (hH : H.IsSymmetric) (hA : A.IsSymmetric) (hE : ∀ m, H (ψ m) = (E m : ℂ) • ψ m)
    {n : ι} (hn : ∀ m, m ≠ n → E m ≠ E n) {u w : V} {a b : ℝ}
    (hu : H u - (E n : ℂ) • u = (a : ℂ) • ψ n - A (ψ n))
    (hw : H w - (E n : ℂ) • w = (b : ℂ) • ψ n - B (ψ n))
    (hu0 : (inner ℂ (ψ n) u).re = 0) (hw0 : (inner ℂ (ψ n) w).re = 0) :
    (inner ℂ u w).im = (curvatureSum ψ E A B n).im := by
  -- the component along ψ_n contributes a real number
  have hdiag : (inner ℂ u (ψ n) * inner ℂ (ψ n) w).im = 0 := by
    rw [← inner_conj_symm u (ψ n), Complex.mul_im, Complex.conj_re, Complex.conj_im, hu0, hw0]
    ring
  rw [← ψ.sum_inner_mul_inner u w, ← Finset.add_sum_erase _ _ (mem_univ n),
    Complex.add_im, hdiag, zero_add, curvatureSum]
  congr 1
  refine Finset.sum_congr rfl fun m hm => ?_
  have hmn := hn m (Finset.ne_of_mem_erase hm)
  rw [← inner_conj_symm u (ψ m), response_coefficient ψ hH hE hmn hu,
    response_coefficient ψ hH hE hmn hw, map_div₀, inner_conj_symm, Complex.conj_ofReal,
    hA (ψ n) (ψ m)]
  ring

/-- If all levels are simple and `H`, `A`, `B` are Hermitian, the Berry curvatures of all
eigenstates, computed from response vectors with `Re ⟨ψ_n, u_n⟩ = Re ⟨ψ_n, w_n⟩ = 0`,
add up to zero. -/
theorem sum_berryCurvature_eq_zero (ψ : OrthonormalBasis ι ℂ V) {E : ι → ℝ}
    {H A B : V →ₗ[ℂ] V} (hH : H.IsSymmetric) (hA : A.IsSymmetric) (hB : B.IsSymmetric)
    (hE : ∀ m, H (ψ m) = (E m : ℂ) • ψ m) (hinj : Function.Injective E)
    {u w : ι → V} {a b : ι → ℝ}
    (hu : ∀ n, H (u n) - (E n : ℂ) • u n = (a n : ℂ) • ψ n - A (ψ n))
    (hw : ∀ n, H (w n) - (E n : ℂ) • w n = (b n : ℂ) • ψ n - B (ψ n))
    (hu0 : ∀ n, (inner ℂ (ψ n) (u n)).re = 0) (hw0 : ∀ n, (inner ℂ (ψ n) (w n)).re = 0) :
    ∑ n, berryCurvature (u n) (w n) = 0 := by
  let X : ι → ι → ℂ := fun n m =>
    inner ℂ (ψ n) (A (ψ m)) * inner ℂ (ψ m) (B (ψ n)) / ((E n - E m : ℝ) : ℂ) ^ 2
  have hX : ∀ n, berryCurvature (u n) (w n) = -2 * ∑ m, (X n m).im := by
    intro n
    have hs : curvatureSum ψ E A B n = ∑ m, X n m :=
      Finset.sum_erase univ (by simp [X])
    rw [berryCurvature, im_inner_response ψ hH hA hE (fun m hm h => hm (hinj h))
      (hu n) (hw n) (hu0 n) (hw0 n), hs, Complex.im_sum]
  -- exchanging the two states conjugates each term
  have hanti : ∀ n m, (X m n).im = -(X n m).im := by
    intro n m
    have hd : ((E m - E n : ℝ) : ℂ) ^ 2 = ((E n - E m : ℝ) : ℂ) ^ 2 := by
      push_cast
      ring
    have hc : X m n = starRingEnd ℂ (X n m) := by
      simp only [X, map_div₀, map_mul, map_pow, inner_conj_symm, Complex.conj_ofReal]
      rw [hA (ψ m) (ψ n), hB (ψ n) (ψ m), hd]
    rw [hc, Complex.conj_im]
  have hswap : ∑ n, ∑ m, (X n m).im = -∑ n, ∑ m, (X n m).im := by
    calc ∑ n, ∑ m, (X n m).im = ∑ n, ∑ m, (X m n).im := Finset.sum_comm
      _ = -∑ n, ∑ m, (X n m).im := by simp only [hanti, Finset.sum_neg_distrib]
  simp only [hX]
  rw [← Finset.mul_sum]
  linarith

end

end SumBerryCurvatureEqZero
```

The compiler's answer:

```
Main.lean:95:38: error: Tactic `simp` failed with a nested error:
maximum recursion depth has been reached
use `set_option maxRecDepth <num>` to increase limit
use `set_option diagnostics true` to get diagnostic information
Main.lean:80:38: warning: This simp argument is unused:
  X

Hint: Omit it from the simp argument list.
  [apply] simp

Note: This linter can be disabled with `set_option linter.unusedSimpArgs false`
```

Diagnosis. The error falls on the last step of the `calc` block, where `simp only` is given `hanti`, the statement `(X m n).im = -(X n m).im` for all `n` and `m`. Used as a rewrite rule from left to right, it produces a right side that again contains a term of the form it rewrites. `simp` therefore swaps the indices back and forth, adding a minus sign each time, until it reaches the maximum recursion depth.

The repair takes `hanti` away from `simp`. A new `calc` step uses `Finset.sum_congr` twice, once for each sum, and applies `hanti n m` exactly once to each term. What remains is to bring the minus sign out of the two sums, which `simp only [Finset.sum_neg_distrib]` does without looping.

The warning is a separate matter: `simp` did not need `X` to show that the term with `m = n` is zero. Changing `simp [X]` to `simp` is mere tidying.

The change, after which it compiles:

```diff
@@ -78,5 +78,5 @@
     intro n
     have hs : curvatureSum ψ E A B n = ∑ m, X n m :=
-      Finset.sum_erase univ (by simp [X])
+      Finset.sum_erase univ (by simp)
     rw [berryCurvature, im_inner_response ψ hH hA hE (fun m hm h => hm (hinj h))
       (hu n) (hw n) (hu0 n) (hw0 n), hs, Complex.im_sum]
@@ -93,5 +93,7 @@
   have hswap : ∑ n, ∑ m, (X n m).im = -∑ n, ∑ m, (X n m).im := by
     calc ∑ n, ∑ m, (X n m).im = ∑ n, ∑ m, (X m n).im := Finset.sum_comm
-      _ = -∑ n, ∑ m, (X n m).im := by simp only [hanti, Finset.sum_neg_distrib]
+      _ = ∑ n, ∑ m, -(X n m).im :=
+        Finset.sum_congr rfl fun n _ => Finset.sum_congr rfl fun m _ => hanti n m
+      _ = -∑ n, ∑ m, (X n m).im := by simp only [Finset.sum_neg_distrib]
   simp only [hX]
   rw [← Finset.mul_sum]
```
